# Projected and compressed exchange agree with a symmetric negative definite K on orthonormal occupied orbitals

```lean
import Mathlib

open Matrix

namespace OccupiedExchange

noncomputable section

variable {n m k : Type*} [Fintype n] [Fintype m] [DecidableEq m]
```

The index type `n` labels basis functions and `m` labels occupied orbitals; both are finite, and all matrices are real. In Lean, `ᵀ` is the transpose, `*ᵥ` applies a matrix to a vector, and `⬝ᵥ` is the dot product.

```lean
/-- The density matrix `P = C Cᵀ` of the orbitals in the columns of `C`. -/
def density (C : Matrix n m ℝ) : Matrix n n ℝ := C * Cᵀ
```

The columns of $C$ are orbital coefficients, and $P=CC^T$ is the density matrix without a spin factor.

```lean
/-- The projected exchange matrix `K' = SPK + KPS - SPKPS` in a basis with overlap `S`. -/
def occExchange (S K : Matrix n n ℝ) (C : Matrix n m ℝ) : Matrix n n ℝ :=
  S * density C * K + K * density C * S - S * density C * K * density C * S
```

Here $S$ is the overlap matrix and $K$ the exchange matrix, with its minus sign included. $K$ is any fixed matrix: it is not built from integrals, and its dependence on $P$ is not modelled. The projected exchange is $K'=SPK+KPS-SPKPS$. For an orthonormal basis, $S=1$.

```lean
/-- The compressed exchange matrix `A = W (Cᵀ W)⁻¹ Wᵀ`, meant for invertible `Cᵀ W`. -/
def compressed (C W : Matrix n m ℝ) : Matrix n n ℝ := W * (Cᵀ * W)⁻¹ * Wᵀ
```

With $W=KC$, the compressed exchange is $A=W(C^TW)^{-1}W^T$. Lean assigns a value to the inverse even of a singular matrix, so invertibility is proved below.

```lean
/-- For orbitals orthonormal with respect to `S`, the density matrix obeys `PSP = P`. -/
theorem density_idempotent {S : Matrix n n ℝ} {C : Matrix n m ℝ} (h : Cᵀ * S * C = 1) :
    density C * S * density C = density C := by
  calc density C * S * density C = C * (Cᵀ * S * C) * Cᵀ := by
        simp only [density, Matrix.mul_assoc]
    _ = density C := by rw [h, Matrix.mul_one, density]
```

The hypothesis `h` says that the orbitals are orthonormal, $C^TSC=1$. Regrouping gives
$$PSP=C(C^TSC)C^T=CC^T=P.$$
The `calc` block writes out this chain.

```lean
omit [DecidableEq m] in
/-- For symmetric `K`, the projected exchange matrix is computed from the action
`W = KC` on the occupied orbitals alone. -/
theorem occExchange_from_action {S K : Matrix n n ℝ} {C W : Matrix n m ℝ}
    (hK : Kᵀ = K) (hW : K * C = W) :
    occExchange S K C = S * C * Wᵀ + W * Cᵀ * S - S * C * (Cᵀ * W) * Cᵀ * S := by
  subst hW
  simp only [occExchange, density, Matrix.transpose_mul, hK, Matrix.mul_assoc]
```

If $K$ is symmetric, then $W^T=C^TK$, and substitution gives
$$K'=SCW^T+WC^TS-SC(C^TW)C^TS.$$
In a self-consistent-field calculation in a finite basis, $K'$ therefore needs only the action of exchange on the occupied orbitals.

```lean
/-- For orbitals orthonormal with respect to `S`, `K'` and `K` have the same product with `P`,
the same trace with `P`, and the same commutator `KPS - SPK`. -/
theorem occExchange_exact {S : Matrix n n ℝ} (K : Matrix n n ℝ) {C : Matrix n m ℝ}
    (h : Cᵀ * S * C = 1) :
    occExchange S K C * density C = K * density C ∧
    (occExchange S K C * density C).trace = (K * density C).trace ∧
    occExchange S K C * density C * S - S * density C * occExchange S K C =
      K * density C * S - S * density C * K := by
  have hP := density_idempotent h
  -- the density matrix absorbs the projectors from the right
  have h1 : occExchange S K C * density C = K * density C := by
    calc occExchange S K C * density C
        = S * density C * K * density C + K * (density C * S * density C)
          - S * density C * K * (density C * S * density C) := by
          simp only [occExchange, Matrix.add_mul, Matrix.sub_mul, Matrix.mul_assoc]
      _ = K * density C := by rw [hP]; abel
  -- and from the left
  have h2 : density C * occExchange S K C = density C * K := by
    calc density C * occExchange S K C
        = density C * S * density C * K + density C * K * density C * S
          - density C * S * density C * K * density C * S := by
          simp only [occExchange, Matrix.mul_add, Matrix.mul_sub, Matrix.mul_assoc]
      _ = density C * K := by rw [hP]; abel
  refine ⟨h1, by rw [h1], ?_⟩
  rw [h1, Matrix.mul_assoc S (density C) (occExchange S K C), h2,
    Matrix.mul_assoc S (density C) K]
```

The symbol `∧` joins three claims. By $PSP=P$,
$$K'P=SPKP+KPSP-SPKPSP=KP,$$
$$PK'=PSPK+PKPS-PSPKPS=PK.$$
These are `h1` and `h2`. The first gives $\operatorname{tr}K'P=\operatorname{tr}KP$, to which the exchange energy is proportional. Together they give $K'PS-SPK'=KPS-SPK$, the exchange part of the self-consistency residual.

```lean
omit [DecidableEq m] in
/-- For symmetric `S`, the block of `K'` between orbitals `U` that are `S`-orthogonal to
the occupied ones vanishes. -/
theorem occExchange_virtual {S : Matrix n n ℝ} (K : Matrix n n ℝ) {C : Matrix n m ℝ}
    {U : Matrix n k ℝ} (hS : Sᵀ = S) (hU : Cᵀ * S * U = 0) :
    Uᵀ * occExchange S K C * U = 0 := by
  have hU' : Uᵀ * S * C = 0 := by
    have := congrArg Matrix.transpose hU
    simpa [Matrix.transpose_mul, hS, Matrix.mul_assoc] using this
  calc Uᵀ * occExchange S K C * U
      = (Uᵀ * S * C) * (Cᵀ * K * U) + (Uᵀ * K * C) * (Cᵀ * S * U)
        - (Uᵀ * S * C) * (Cᵀ * K * C) * (Cᵀ * S * U) := by
        simp only [occExchange, density, Matrix.mul_add, Matrix.mul_sub, Matrix.add_mul,
          Matrix.sub_mul, Matrix.mul_assoc]
    _ = 0 := by rw [hU, hU']; simp
```

The columns of $U$, labelled by the index type `k`, are virtual orbitals, with $C^TSU=0$. For symmetric $S$, transposing gives $U^TSC=0$. Each term of $U^TK'U$ contains one of these factors, so the virtual-virtual block vanishes. Virtual orbital energies computed with $K'$ thus generally differ from those computed with $K$.

```lean
/-- Orbitals that are orthonormal with respect to `S` are linearly independent. -/
theorem independent_of_orthonormal {S : Matrix n n ℝ} {C : Matrix n m ℝ}
    (h : Cᵀ * S * C = 1) (v : m → ℝ) (hv : C *ᵥ v = 0) : v = 0 := by
  calc v = (Cᵀ * S * C) *ᵥ v := by rw [h, Matrix.one_mulVec]
    _ = 0 := by rw [← Matrix.mulVec_mulVec, hv, Matrix.mulVec_zero]
```

If $Cv=0$, then $v=C^TSCv=0$. Orthonormal orbitals therefore meet the independence condition `hC` used next.

```lean
/-- For negative definite `K` and linearly independent orbitals, the occupied block
`Cᵀ K C` is invertible. -/
theorem occupied_block_invertible {K : Matrix n n ℝ} {C : Matrix n m ℝ}
    (hneg : ∀ x, x ≠ 0 → x ⬝ᵥ K *ᵥ x < 0) (hC : ∀ v, C *ᵥ v = 0 → v = 0) :
    IsUnit (Cᵀ * (K * C)).det := by
  rw [isUnit_iff_ne_zero]
  intro h0
  obtain ⟨v, hv, hMv⟩ := Matrix.exists_mulVec_eq_zero_iff.mpr h0
  have hlt := hneg (C *ᵥ v) (fun h => hv (hC v h))
  have e : (C *ᵥ v) ⬝ᵥ K *ᵥ (C *ᵥ v) = v ⬝ᵥ (Cᵀ * (K * C)) *ᵥ v := by
    rw [← Matrix.mulVec_mulVec, ← Matrix.mulVec_mulVec, Matrix.dotProduct_mulVec v,
      Matrix.vecMul_transpose]
  rw [e, hMv, dotProduct_zero] at hlt
  exact lt_irrefl _ hlt
```

The hypothesis `hneg` is negative definiteness. Physically, $-x^TKx$ is a sum of Coulomb self-repulsions of the products of the trial orbital $x$ with the occupied orbitals; its positivity is assumed here.

If $C^TKC$ were singular, some $v\ne0$ would satisfy $C^TKCv=0$, hence $(Cv)^TK(Cv)=0$. But $Cv\ne0$ by independence, which contradicts `hneg`.

```lean
/-- If `B` is symmetric and nonpositive with invertible occupied block, its compression `A`
satisfies `B ≤ A ≤ 0` as quadratic forms. -/
theorem compressed_bounds {B : Matrix n n ℝ} {C : Matrix n m ℝ} (hB : Bᵀ = B)
    (hneg : ∀ x, x ⬝ᵥ B *ᵥ x ≤ 0) (hM : IsUnit (Cᵀ * (B * C)).det) (x : n → ℝ) :
    x ⬝ᵥ B *ᵥ x ≤ x ⬝ᵥ compressed C (B * C) *ᵥ x ∧
      x ⬝ᵥ compressed C (B * C) *ᵥ x ≤ 0 := by
  obtain ⟨y, hy⟩ : ∃ y, y = (Cᵀ * (B * C))⁻¹ *ᵥ ((B * C)ᵀ *ᵥ x) := ⟨_, rfl⟩
  have hA : compressed C (B * C) *ᵥ x = B *ᵥ (C *ᵥ y) := by
    rw [hy]
    simp only [compressed, ← Matrix.mulVec_mulVec]
  -- `x - C y` is orthogonal to the occupied orbitals in the form of `B`
  have hMy : Cᵀ *ᵥ (B *ᵥ (C *ᵥ y)) = Cᵀ *ᵥ (B *ᵥ x) := by
    have h : (Cᵀ * (B * C)) *ᵥ y = (B * C)ᵀ *ᵥ x := by
      rw [hy, Matrix.mulVec_mulVec, Matrix.mul_nonsing_inv _ hM, Matrix.one_mulVec]
    rw [Matrix.transpose_mul, hB] at h
    simpa only [← Matrix.mulVec_mulVec] using h
  have adj : ∀ w : n → ℝ, (C *ᵥ y) ⬝ᵥ w = y ⬝ᵥ Cᵀ *ᵥ w := fun w => by
    rw [Matrix.dotProduct_mulVec, Matrix.vecMul_transpose]
  have h2 : (C *ᵥ y) ⬝ᵥ B *ᵥ (C *ᵥ y) = (C *ᵥ y) ⬝ᵥ B *ᵥ x := by
    rw [adj, adj, hMy]
  have h3 : x ⬝ᵥ B *ᵥ (C *ᵥ y) = (C *ᵥ y) ⬝ᵥ B *ᵥ x := by
    rw [Matrix.dotProduct_mulVec, ← Matrix.mulVec_transpose, hB, dotProduct_comm]
  have h4 := hneg (x - C *ᵥ y)
  rw [Matrix.mulVec_sub, dotProduct_sub, sub_dotProduct, sub_dotProduct] at h4
  have h5 := hneg (C *ᵥ y)
  rw [hA]
  constructor <;> linarith
```

This is the central argument, for a symmetric nonpositive $B$ with $C^TBC$ invertible and $A$ built from $W=BC$. For a trial vector $x$, put
$$y=(C^TBC)^{-1}(BC)^Tx.$$
Then $Ax=BCy$ (`hA`) and $C^TBCy=C^TBx$ (`hMy`). Multiplying the latter by $y^T$ and using the symmetry of $B$ gives (`h2`, `h3`)
$$(Cy)^TB(Cy)=(Cy)^TBx=x^TBCy=x^TAx.$$
The left side is nonpositive, so $x^TAx\le0$. Expanding the form at $x-Cy$ gives (`h4`)
$$0\ge(x-Cy)^TB(x-Cy)=x^TBx-2x^TAx+x^TAx=x^TBx-x^TAx,$$
which is the lower bound. The tactic `linarith` combines the inequalities.

```lean
/-- For symmetric negative definite `K` and linearly independent orbitals, the compression `A`
is symmetric, obeys `AC = KC` and `K ≤ A ≤ 0`, and is the largest symmetric nonpositive
matrix that acts as `K` on the orbitals. -/
theorem compressed_exchange {K : Matrix n n ℝ} {C : Matrix n m ℝ} (hK : Kᵀ = K)
    (hneg : ∀ x, x ≠ 0 → x ⬝ᵥ K *ᵥ x < 0) (hC : ∀ v, C *ᵥ v = 0 → v = 0) :
    (compressed C (K * C))ᵀ = compressed C (K * C) ∧
    compressed C (K * C) * C = K * C ∧
    (∀ x, x ⬝ᵥ K *ᵥ x ≤ x ⬝ᵥ compressed C (K * C) *ᵥ x ∧
      x ⬝ᵥ compressed C (K * C) *ᵥ x ≤ 0) ∧
    ∀ B : Matrix n n ℝ, Bᵀ = B → (∀ x, x ⬝ᵥ B *ᵥ x ≤ 0) → B * C = K * C →
      ∀ x, x ⬝ᵥ B *ᵥ x ≤ x ⬝ᵥ compressed C (K * C) *ᵥ x := by
  have hM := occupied_block_invertible hneg hC
  have hW : (K * C)ᵀ * C = Cᵀ * (K * C) := by
    rw [Matrix.transpose_mul, hK, Matrix.mul_assoc]
  have hT : (Cᵀ * (K * C))ᵀ = Cᵀ * (K * C) := by
    rw [Matrix.transpose_mul, Matrix.transpose_transpose, hW]
  have hle : ∀ x, x ⬝ᵥ K *ᵥ x ≤ 0 := fun x => by
    by_cases hx : x = 0
    · simp [hx]
    · exact (hneg x hx).le
  refine ⟨?_, ?_, compressed_bounds hK hle hM, ?_⟩
  · generalize K * C = W at hT ⊢
    rw [compressed, Matrix.transpose_mul, Matrix.transpose_mul, Matrix.transpose_transpose,
      Matrix.transpose_nonsing_inv, hT, ← Matrix.mul_assoc]
  · calc compressed C (K * C) * C
        = K * C * ((Cᵀ * (K * C))⁻¹ * ((K * C)ᵀ * C)) := by
          simp only [compressed, Matrix.mul_assoc]
      _ = K * C := by rw [hW, Matrix.nonsing_inv_mul _ hM, Matrix.mul_one]
  · -- a competitor with the same action has the same compression
    intro B hB hBneg hBC x
    rw [← hBC] at hM ⊢
    exact (compressed_bounds hB hBneg hM x).1
```

Let $M=C^TKC$, which is symmetric and invertible. Then $A=WM^{-1}W^T$ is symmetric, and since $W^TC=M$,
$$AC=WM^{-1}M=W=KC.$$
The previous theorem with $B=K$ gives $K\le A\le0$ as quadratic forms. Any symmetric nonpositive $B$ with $BC=KC$ has the same $W$ and so the same $A$; the same theorem then gives $B\le A$. Thus $A$ is the largest such matrix.

```lean
/-- A model exchange matrix for two orthonormal basis functions. -/
def modelK : Matrix (Fin 2) (Fin 2) ℝ := !![-2, 1; 1, -2]
```

This is a two-function model, not a computed exchange matrix. Lean numbers its basis functions 0 and 1.

```lean
/-- One occupied orbital, equal to the first basis function. -/
def modelC : Matrix (Fin 2) (Fin 1) ℝ := !![1; 0]
```

The occupied orbital is the first basis function.

```lean
/-- The model `K` is symmetric and negative definite and its orbital is normalised, yet the
projected exchange `K'` has a positive expectation value at the vector `(1, 2)`. -/
theorem occExchange_indefinite_witness :
    modelKᵀ = modelK ∧ (∀ x, x ≠ 0 → x ⬝ᵥ modelK *ᵥ x < 0) ∧
    modelCᵀ * (1 : Matrix (Fin 2) (Fin 2) ℝ) * modelC = 1 ∧
    0 < (![1, 2] : Fin 2 → ℝ) ⬝ᵥ occExchange 1 modelK modelC *ᵥ ![1, 2] := by
  refine ⟨?_, ?_, ?_, ?_⟩
  · ext i j
    fin_cases i <;> fin_cases j <;> simp [modelK]
  · intro x hx
    have e : x ⬝ᵥ modelK *ᵥ x = -(x 0 ^ 2 + x 1 ^ 2 + (x 0 - x 1) ^ 2) := by
      simp [modelK, Matrix.mulVec, dotProduct, Fin.sum_univ_succ]
      ring
    rw [e]
    by_contra hcon
    have h0 : x 0 ^ 2 = 0 := by
      linarith [sq_nonneg (x 0), sq_nonneg (x 1), sq_nonneg (x 0 - x 1)]
    have h1 : x 1 ^ 2 = 0 := by
      linarith [sq_nonneg (x 0), sq_nonneg (x 1), sq_nonneg (x 0 - x 1)]
    apply hx
    funext i
    fin_cases i
    · simpa using h0
    · simpa using h1
  · ext i j
    fin_cases i
    fin_cases j
    simp [modelC, Matrix.mul_apply, Fin.sum_univ_succ]
  · -- projection removes the negative virtual-virtual entry
    have hP : density modelC = !![1, 0; 0, 0] := by
      ext i j
      rw [density, Matrix.mul_apply]
      simp only [Matrix.transpose_apply]
      fin_cases i <;> fin_cases j <;> simp [modelC]
    have hK' : occExchange 1 modelK modelC = !![-2, 1; 1, 0] := by
      rw [occExchange, hP, modelK]
      simp only [Matrix.one_mul, Matrix.mul_one, Matrix.mul_fin_two]
      ext i j
      fin_cases i <;> fin_cases j <;> norm_num
    rw [hK']
    norm_num [Matrix.mulVec, dotProduct, Fin.sum_univ_succ]

end

end OccupiedExchange
```

The model $K$ is negative definite because
$$x^TKx=-\bigl(x_0^2+x_1^2+(x_0-x_1)^2\bigr).$$
Projection replaces the virtual-virtual entry $-2$ by $0$:
$$K'=\begin{pmatrix}-2&1\\1&0\end{pmatrix}.$$
At $(1,2)$ its quadratic form is $-2+4=2$, or $2/5$ for the normalised vector. So for a negative definite $K$ the quadratic form of $K'$, unlike that of $A$, can take positive values.

The compression argument has a neighbour with the signs reversed: for a symmetric positive semidefinite $G$ with $C^TGC$ invertible, it gives $0\le GC(C^TGC)^{-1}C^TG\le G$. When $C$ selects columns of $G$, this is the bound for a partial Cholesky decomposition, as applied to two-electron integral matrices.

```lean
#print axioms OccupiedExchange.occExchange_exact
-- 'OccupiedExchange.occExchange_exact' depends on axioms: [propext, Classical.choice, Quot.sound]
#print axioms OccupiedExchange.occExchange_virtual
-- 'OccupiedExchange.occExchange_virtual' depends on axioms: [propext, Classical.choice, Quot.sound]
#print axioms OccupiedExchange.independent_of_orthonormal
-- 'OccupiedExchange.independent_of_orthonormal' depends on axioms: [propext, Classical.choice, Quot.sound]
#print axioms OccupiedExchange.compressed_exchange
-- 'OccupiedExchange.compressed_exchange' depends on axioms: [propext, Classical.choice, Quot.sound]
```
